# The number of independent components of a rank-k tensor invariant under a twofold axis

A material tensor of rank k in three dimensions has 3^k components, and a twofold rotation axis restricts them. The theorem `finrank_invariantTensors_twofoldAxis` states that the complex tensors left unchanged by the half-turn form a space of dimension (3^k + (−1)^k)/2. Every index transforms as an ordinary vector index, no symmetry under exchange of indices is imposed, and the group contains only the identity and the half-turn. The proof uses the general result that this dimension is the group average of the k-th power of the character, so it needs only the traces of the two matrices, 3 for the identity and −1 for the half-turn.

The first attempt, which Lean rejects:

```lean
import Mathlib

open Matrix Finset

namespace FinrankInvariantTensorsTwofoldAxis

noncomputable section

variable {G n : Type*} [Group G] [Fintype n]

/-- The matrix by which `A` acts on the components of a rank-`k` tensor,
one factor of `A` for each index. -/
def tensorPower (A : Matrix n n ℂ) (k : ℕ) : Matrix (Fin k → n) (Fin k → n) ℂ :=
  Matrix.of fun i j => ∏ a, A (i a) (j a)

/-- Transforming a tensor by `B` and then by `A` is transforming it by `A * B`. -/
theorem tensorPower_mul (A B : Matrix n n ℂ) (k : ℕ) :
    tensorPower (A * B) k = tensorPower A k * tensorPower B k := by
  ext i j
  simp only [tensorPower, Matrix.mul_apply, Matrix.of_apply]
  rw [Finset.prod_univ_sum, Fintype.piFinset_univ]
  exact Finset.sum_congr rfl fun x _ => Finset.prod_mul_distrib

/-- The trace of the action on rank-`k` tensors is the `k`-th power of the trace. -/
theorem trace_tensorPower (A : Matrix n n ℂ) (k : ℕ) :
    (tensorPower A k).trace = A.trace ^ k := by
  have h : ∏ _a : Fin k, ∑ m, A m m = ∑ i : Fin k → n, ∏ a, A (i a) (i a) := by
    rw [Finset.prod_univ_sum, Fintype.piFinset_univ]
  simp only [tensorPower, Matrix.trace, Matrix.diag_apply, Matrix.of_apply]
  rw [← h, Finset.prod_const, Finset.card_univ, Fintype.card_fin]

variable [DecidableEq n]

/-- The space of rank-`k` tensors left unchanged by every element of the group. -/
def invariantTensors (D : G →* Matrix n n ℂ) (k : ℕ) : Submodule ℂ ((Fin k → n) → ℂ) where
  carrier := {T | ∀ g, tensorPower (D g) k *ᵥ T = T}
  zero_mem' := fun g => Matrix.mulVec_zero _
  add_mem' := fun {S T} hS hT g => by rw [Matrix.mulVec_add, hS g, hT g]
  smul_mem' := fun c T hT g => by rw [Matrix.mulVec_smul, hT g]

/-- The average over a finite group of its action on rank-`k` tensors. -/
def tensorAverage [Fintype G] (D : G →* Matrix n n ℂ) (k : ℕ) :
    Matrix (Fin k → n) (Fin k → n) ℂ :=
  (1 / (Fintype.card G : ℂ)) • ∑ g, tensorPower (D g) k

/-- The group average is a projection onto the space of invariant tensors. -/
theorem tensorAverage_isProj [Fintype G] (D : G →* Matrix n n ℂ) (k : ℕ) :
    LinearMap.IsProj (invariantTensors D k) (Matrix.toLin' (tensorAverage D k)) := by
  -- a further group element only relabels the terms of the average
  have absorb : ∀ h, tensorPower (D h) k * tensorAverage D k = tensorAverage D k := by
    intro h
    unfold tensorAverage
    rw [Matrix.mul_smul, Finset.mul_sum]
    congr 1
    simp_rw [← tensorPower_mul, ← map_mul]
    exact Fintype.sum_equiv (Equiv.mulLeft h) _ _ (fun _ => rfl)
  constructor
  · intro T
    change ∀ g, tensorPower (D g) k *ᵥ (Matrix.toLin' (tensorAverage D k) T)
      = Matrix.toLin' (tensorAverage D k) T
    intro g
    rw [Matrix.toLin'_apply, Matrix.mulVec_mulVec, absorb]
  · intro T hT
    -- every term of the average leaves an invariant tensor alone
    have fixed : ∀ g, Matrix.toLin' (tensorPower (D g) k) T = T := fun g => by
      rw [Matrix.toLin'_apply]
      exact hT g
    have hcard : (Fintype.card G : ℂ) ≠ 0 := Nat.cast_ne_zero.mpr Fintype.card_ne_zero
    rw [tensorAverage, map_smul, map_sum, LinearMap.smul_apply, LinearMap.sum_apply,
      Finset.sum_congr rfl (fun g _ => fixed g), Finset.sum_const, Finset.card_univ,
      ← Nat.cast_smul_eq_nsmul ℂ, smul_smul, one_div, inv_mul_cancel₀ hcard, one_smul]

/-- The number of independent constants of a rank-`k` tensor invariant under a finite group
is the group average of the `k`-th power of the character. -/
theorem finrank_invariantTensors [Fintype G] (D : G →* Matrix n n ℂ) (k : ℕ) :
    (Module.finrank ℂ (invariantTensors D k) : ℂ)
      = (1 / (Fintype.card G : ℂ)) * ∑ g, (D g).trace ^ k := by
  -- the trace of a projection is the dimension of its range
  have h := (tensorAverage_isProj D k).trace
  rw [LinearMap.trace_eq_matrix_trace ℂ (Pi.basisFun ℂ (Fin k → n)),
    LinearMap.toMatrix_eq_toMatrix', LinearMap.toMatrix'_toLin'] at h
  rw [← h, tensorAverage, Matrix.trace_smul, Matrix.trace_sum, smul_eq_mul]
  simp_rw [trace_tensorPower]

/-- The two-element group `{1, -1}` acting on three-dimensional space, with `-1` acting as
the half-turn about the third axis. -/
def twofoldAxis : ℤˣ →* Matrix (Fin 3) (Fin 3) ℂ where
  toFun u := Matrix.diagonal ![((u : ℤ) : ℂ), ((u : ℤ) : ℂ), 1]
  map_one' := by
    ext i j
    fin_cases i <;> fin_cases j <;> simp
  map_mul' u v := by
    ext i j
    fin_cases i <;> fin_cases j <;> simp

/-- A rank-`k` tensor in three dimensions that is invariant under a twofold axis has
`(3 ^ k + (-1) ^ k) / 2` independent constants. -/
theorem finrank_invariantTensors_twofoldAxis (k : ℕ) :
    (Module.finrank ℂ (invariantTensors twofoldAxis k) : ℂ) = (3 ^ k + (-1) ^ k) / 2 := by
  have h1 : (twofoldAxis 1).trace = 3 := by
    rw [map_one, Matrix.trace_one, Fintype.card_fin]
    norm_num
  have h2 : (twofoldAxis (-1)).trace = -1 := by
    norm_num [twofoldAxis, Matrix.trace_diagonal, Fin.sum_univ_three]
  have hc : Fintype.card ℤˣ = 2 := rfl
  have hu : (Finset.univ : Finset ℤˣ) = {1, -1} := rfl
  rw [finrank_invariantTensors, hc, hu, Finset.sum_pair (by decide), h1, h2]
  push_cast
  ring

end

end FinrankInvariantTensorsTwofoldAxis
```

Messages:

```
Main.lean:103:45: error: unsolved goals
k : ℕ
h1 : (twofoldAxis 1).trace = 3
⊢ -2 + ![-1, -1, 1] 2 = -1
```

What went wrong. The error is in `h2`, the trace of the half-turn. `norm_num` unfolded the matrix, wrote the trace as a sum of three diagonal entries and added the first two to get `-2`. It did not evaluate the third, `![-1, -1, 1] 2`, which is the entry at index 2 of an explicit list and equals 1. With that lookup left standing, the arithmetic could not be finished, although the remaining goal is true.

The repair takes the lookups away from `norm_num`. The first `change` writes out the diagonal matrix, and the `rw` turns its trace into a sum of three entries, steps that `norm_num` had already managed. The second `change` is the one that cures the error: it restates the goal with the entries themselves in place of the lookups, which Lean accepts because the two forms are equal by definition. The last `norm_num` then has only the casts of `-1` and the sum −1 − 1 + 1 = −1 to deal with.

The mended proof, as a diff:

```diff
@@ -102,5 +102,9 @@
     norm_num
   have h2 : (twofoldAxis (-1)).trace = -1 := by
-    norm_num [twofoldAxis, Matrix.trace_diagonal, Fin.sum_univ_three]
+    change (Matrix.diagonal ![(((-1 : ℤˣ) : ℤ) : ℂ), (((-1 : ℤˣ) : ℤ) : ℂ), 1]).trace = -1
+    rw [Matrix.trace_diagonal, Fin.sum_univ_three]
+    -- the three diagonal entries of the half-turn
+    change (((-1 : ℤˣ) : ℤ) : ℂ) + (((-1 : ℤˣ) : ℤ) : ℂ) + 1 = -1
+    norm_num
   have hc : Fintype.card ℤˣ = 2 := rfl
   have hu : (Finset.univ : Finset ℤˣ) = {1, -1} := rfl
```
